# For long-wavelength unpolarized neutrons, para and ortho proton pairs have different mean-square scattering lengths unless the neutron–proton singlet and triplet lengths agree

**Q:** To compare slow-neutron scattering from para- and ortho-hydrogen, you replace the molecule by two proton spins and the beam by an identity matrix on the neutron spin. What survives of the physics?

**A:** The spin dependence. A neutron with spin $\mathbf s$ meets protons with spins $\mathbf I_1,\mathbf I_2$, which form a singlet in para-hydrogen and a triplet in ortho-hydrogen. Let $p$ and $q$ be the neutron–proton scattering lengths in the triplet and singlet states, often written $a_t$ and $a_s$. They are taken to be real, which neglects the absorption of neutrons by protons. Spins are in units of $\hbar$, with components $x,y,z$ numbered 0, 1, 2.

```lean
import Mathlib

open Matrix
open scoped Kronecker

namespace ParaOrthoScattering

noncomputable section

/-- The three Cartesian components of a spin 1/2, in units of ħ. -/
def spin : Fin 3 → Matrix (Fin 2) (Fin 2) ℂ :=
  ![!![0, 1/2; 1/2, 0], !![0, -Complex.I/2; Complex.I/2, 0], !![1/2, 0; 0, -1/2]]
```

**Q:** Your singlet vector isn't normalized.

**A:** Its squared norm is 2, so the normalized state is $(\uparrow\downarrow-\downarrow\uparrow)/\sqrt2$, and the projector $P$ (`singletProj`) carries the factor $1/2$. The triplet projector is $T=1-P$.

```lean
/-- The unnormalized singlet vector ↑↓ − ↓↑ of two spins 1/2. -/
def singletVec : Fin 2 × Fin 2 → ℂ :=
  fun x => (!![0, 1; -1, 0] : Matrix (Fin 2) (Fin 2) ℂ) x.1 x.2

/-- The projector onto the singlet state of two spins 1/2. -/
def singletProj : Matrix (Fin 2 × Fin 2) (Fin 2 × Fin 2) ℂ :=
  (1/2 : ℂ) • vecMulVec singletVec singletVec

/-- The projector onto the triplet states, the complement of the singlet. -/
def tripletProj : Matrix (Fin 2 × Fin 2) (Fin 2 × Fin 2) ℂ := 1 - singletProj
```

**Q:** And the scattering operator?

**A:** With $\mathbf J=\mathbf I_1+\mathbf I_2$, it is
$$A=c+d\,X,\quad c=\tfrac{3p+q}{2},\quad d=p-q,\quad X=\sum_k s_kJ_k .$$
The code calls it `amplitude`, though it is a scattering-length operator; the usual amplitude has the opposite sign, which squaring removes.

```lean
/-- The components of the total target spin `I₁ + I₂`. -/
def totalSpin (k : Fin 3) : Matrix (Fin 2 × Fin 2) (Fin 2 × Fin 2) ℂ :=
  spin k ⊗ₖ (1 : Matrix (Fin 2) (Fin 2) ℂ) + (1 : Matrix (Fin 2) (Fin 2) ℂ) ⊗ₖ spin k

/-- The scattering operator `A = (3p+q)/2 + (p-q) s·(I₁+I₂)`; the first factor of the
space is the probe, the second the pair of target spins. -/
def amplitude (p q : ℝ) :
    Matrix (Fin 2 × (Fin 2 × Fin 2)) (Fin 2 × (Fin 2 × Fin 2)) ℂ :=
  ((3 * p + q) / 2 : ℂ) • 1 + (p - q : ℂ) • ∑ k, spin k ⊗ₖ totalSpin k
```

**Q:** Where is the average over spins?

**A:** In `meanSq`, which is $\mathrm{tr}[(1\otimes\rho)A^2]/\mathrm{tr}(1\otimes\rho)$. The identity describes an unpolarized probe, and $\rho$ describes the target. Since $A$ is Hermitian for real $p,q$, $A^2$ is the same as $A^\dagger A$.

```lean
/-- The normalized trace of `A²` for an unpolarized probe and a target operator `ρ`
of nonzero trace. -/
def meanSq (p q : ℝ) (ρ : Matrix (Fin 2 × Fin 2) (Fin 2 × Fin 2) ℂ) : ℂ :=
  (((1 : Matrix (Fin 2) (Fin 2) ℂ) ⊗ₖ ρ) * (amplitude p q * amplitude p q)).trace /
    ((1 : Matrix (Fin 2) (Fin 2) ℂ) ⊗ₖ ρ).trace
```

**Q:** Which properties of the spin matrices do you need?

**A:** For the average, two traces: $\mathrm{tr}\,s_k=0$ and $\mathrm{tr}(s_ks_l)=\delta_{kl}/2$. Lean runs through the components with `fin_cases`.

```lean
/-- Spin components are traceless, and the product of two components has trace 1/2 if they are equal
and 0 if they are distinct. -/
theorem spin_traces (k l : Fin 3) :
    (spin k).trace = 0 ∧ (spin k * spin l).trace = if k = l then 1/2 else 0 := by
  constructor
  · fin_cases k <;> simp [spin, Matrix.trace_fin_two]
    ring
  · fin_cases k <;> fin_cases l <;>
      simp [spin, Matrix.trace_fin_two] <;>
      norm_num [Complex.ext_iff]
```

**Q:** Why should $p$ and $q$ in $A$ be the two scattering lengths?

**A:** For one proton, $\mathbf s\cdot\mathbf I=\tfrac12[(\mathbf s+\mathbf I)^2-\tfrac32]$ equals $\tfrac14$ on the triplet and $-\tfrac34$ on the singlet, so $\mathbf s\cdot\mathbf I=\tfrac14-P$. Lean compares the matrix entries instead. Here and in the next formula $P$ and $T$ belong to the neutron–proton pair, everywhere else to the two protons.

```lean
/-- The scalar product of two spins 1/2 is 1/4 minus the singlet projector. -/
theorem spin_dot : ∑ k, spin k ⊗ₖ spin k = (1/4 : ℂ) • 1 - singletProj := by
  ext ⟨a, b⟩ ⟨c, d⟩
  fin_cases a <;> fin_cases b <;> fin_cases c <;> fin_cases d <;>
    simp [Fin.sum_univ_three, spin, singletProj, singletVec, vecMulVec_apply,
      kroneckerMap_apply] <;>
    norm_num [Complex.ext_iff]
```

Therefore
$$\tfrac{3p+q}{4}+(p-q)\left(\tfrac14-P\right)=p-(p-q)P=pT+qP .$$

```lean
/-- For the probe and a single target spin, `(3p+q)/4 + (p-q) s·I` is the operator with
scattering length `p` in the triplet and `q` in the singlet of that pair. -/
theorem single_target_amplitude (p q : ℝ) :
    ((3 * p + q) / 4 : ℂ) • 1 + (p - q : ℂ) • ∑ k, spin k ⊗ₖ spin k
      = (p : ℂ) • tripletProj + (q : ℂ) • singletProj := by
  rw [spin_dot, tripletProj]
  module
```

Adding this operator for the two protons gives $A$.

**Q:** Adding them with equal phases is an assumption.

**A:** Yes, and it is the step from the matrices to the experiment: we take the neutron wavelength to be long compared with the proton separation, so that the phases are nearly equal and the mean of $A^2$ represents the spin factor of the cross-section. Molecular rotation and kinematic factors do not enter the model.

**Q:** Then how does the target's total spin come in?

**A:** Through $\mathbf J^2$. Each $I_{1k}^2=I_{2k}^2=\tfrac14$, and the two spins commute, so $J_k^2=\tfrac12+2I_{1k}I_{2k}$. Summing over $k$,
$$\mathbf J^2=\tfrac32+2\left(\tfrac14-P\right)=2T .$$
In the proof, `hs` and `hJ` are the two statements about components, and `module` collects the terms.

```lean
/-- The squared total spin of the two targets is twice the triplet projector. -/
theorem totalSpin_sq : ∑ k, totalSpin k * totalSpin k = (2 : ℂ) • tripletProj := by
  have hs : ∀ k, spin k * spin k = (1/4 : ℂ) • 1 := by
    intro k
    ext i j
    fin_cases k <;> fin_cases i <;> fin_cases j <;>
      simp [spin, Matrix.mul_apply, Fin.sum_univ_two] <;>
      norm_num [Complex.ext_iff]
  -- each squared component is a constant plus twice the product of the two spins
  have hJ : ∀ k, totalSpin k * totalSpin k = (1/2 : ℂ) • 1 + (2 : ℂ) • (spin k ⊗ₖ spin k) := by
    intro k
    simp only [totalSpin, add_mul, mul_add, ← Matrix.mul_kronecker_mul, one_mul, mul_one,
      hs, Matrix.smul_kronecker, Matrix.kronecker_smul, Matrix.one_kronecker_one]
    module
  simp only [hJ, Finset.sum_add_distrib, ← Finset.smul_sum, spin_dot, Finset.sum_const,
    Finset.card_univ, Fintype.card_fin, tripletProj]
  module
```

**Q:** Now the average itself.

**A:** Expand $A^2=c^2+2cd\,X+d^2X^2$ and trace:
$$\mathrm{tr}[(1\otimes\rho)X]=\sum_k\mathrm{tr}(s_k)\,\mathrm{tr}(\rho J_k)=0,$$
$$\mathrm{tr}[(1\otimes\rho)X^2]=\sum_{k,l}\mathrm{tr}(s_ks_l)\,\mathrm{tr}(\rho J_kJ_l)=\tfrac12\mathrm{tr}(\rho\,\mathbf J^2).$$
These are `h1` and `h2`; `h4` is the expansion. The lemma holds for any three operators $J_k$ on a finite-dimensional target.

```lean
/-- Tracing the square of `c + d s·J` over an unpolarized spin-1/2 probe removes the term
linear in the probe spin and leaves `J·J`, for any three target operators `J`. -/
theorem unpolarized_trace {n : Type*} [Fintype n] [DecidableEq n] (c d : ℂ)
    (J : Fin 3 → Matrix n n ℂ) (ρ : Matrix n n ℂ) :
    (((1 : Matrix (Fin 2) (Fin 2) ℂ) ⊗ₖ ρ) *
      ((c • 1 + d • ∑ k, spin k ⊗ₖ J k) * (c • 1 + d • ∑ k, spin k ⊗ₖ J k))).trace
      = 2 * c ^ 2 * ρ.trace + d ^ 2 / 2 * (ρ * ∑ k, J k * J k).trace := by
  obtain ⟨X, hX⟩ : ∃ X, X = ∑ k, spin k ⊗ₖ J k := ⟨_, rfl⟩
  rw [← hX]
  -- the linear term vanishes
  have h1 : (((1 : Matrix (Fin 2) (Fin 2) ℂ) ⊗ₖ ρ) * X).trace = 0 := by
    simp only [hX, Finset.mul_sum, Matrix.trace_sum, ← Matrix.mul_kronecker_mul,
      Matrix.trace_kronecker, one_mul, (spin_traces _ 0).1, zero_mul, Finset.sum_const_zero]
  -- only equal components survive in the quadratic term
  have h2 : (((1 : Matrix (Fin 2) (Fin 2) ℂ) ⊗ₖ ρ) * (X * X)).trace
      = 1/2 * (ρ * ∑ k, J k * J k).trace := by
    rw [hX, Finset.sum_mul_sum]
    simp only [Finset.mul_sum, Matrix.trace_sum,
      ← Matrix.mul_kronecker_mul, Matrix.trace_kronecker, one_mul, (spin_traces _ _).2,
      ite_mul, zero_mul, Finset.sum_ite_eq, Finset.mem_univ, if_true]
  have h3 : ((1 : Matrix (Fin 2) (Fin 2) ℂ) ⊗ₖ ρ).trace = 2 * ρ.trace := by
    rw [Matrix.trace_kronecker]
    simp [Matrix.trace_one]
  have h4 : (c • 1 + d • X) * (c • 1 + d • X)
      = c ^ 2 • 1 + (2 * c * d) • X + d ^ 2 • (X * X) := by
    simp only [add_mul, mul_add, smul_mul_assoc, mul_smul_comm, one_mul, mul_one]
    module
  rw [h4]
  simp only [mul_add, mul_smul_comm, mul_one, Matrix.trace_add, Matrix.trace_smul,
    h1, h2, h3, smul_eq_mul]
  ring
```

Dividing by $\mathrm{tr}(1\otimes\rho)=2\,\mathrm{tr}\rho$ and inserting $\mathbf J^2=2T$ gives
$$\langle A^2\rangle=\frac{(3p+q)^2}{4}+\frac{(p-q)^2}{2}\,\frac{\mathrm{tr}(\rho T)}{\mathrm{tr}\rho}.$$

```lean
/-- For an unpolarized probe and any target operator of nonzero trace, the mean of `A²` is
`(3p+q)²/4` plus `(p-q)²/2` times the ratio `tr(ρT)/tr ρ`, with `T` the triplet projector. -/
theorem meanSq_eq (p q : ℝ) (ρ : Matrix (Fin 2 × Fin 2) (Fin 2 × Fin 2) ℂ)
    (hρ : ρ.trace ≠ 0) :
    meanSq p q ρ = (3 * p + q) ^ 2 / 4
      + (p - q) ^ 2 / 2 * ((ρ * tripletProj).trace / ρ.trace) := by
  have h3 : ((1 : Matrix (Fin 2) (Fin 2) ℂ) ⊗ₖ ρ).trace = 2 * ρ.trace := by
    rw [Matrix.trace_kronecker]
    simp [Matrix.trace_one]
  rw [meanSq, amplitude, unpolarized_trace, totalSpin_sq, h3, mul_smul_comm,
    Matrix.trace_smul, smul_eq_mul]
  field_simp
  ring
```

**Q:** Must $\rho$ be a density matrix?

**A:** No, a nonzero trace is enough. For a density matrix the last ratio is the ortho fraction, so the formula also describes para–ortho mixtures.

**Q:** And the pure species?

**A:** Use $\rho=P$ and $\rho=T$. The norm of the singlet vector gives $P^2=P$ and $\mathrm{tr}P=1$. Then $T^2=1-2P+P=T$ and $\mathrm{tr}T=4-1=3$.

```lean
/-- The singlet projector is idempotent with trace 1, and the triplet projector is
idempotent with trace 3. -/
theorem projectors :
    (singletProj * singletProj = singletProj ∧ singletProj.trace = 1) ∧
    (tripletProj * tripletProj = tripletProj ∧ tripletProj.trace = 3) := by
  have hi : singletProj * singletProj = singletProj := by
    ext ⟨a, b⟩ ⟨c, d⟩
    fin_cases a <;> fin_cases b <;> fin_cases c <;> fin_cases d <;>
      simp [singletProj, singletVec, vecMulVec_apply, Matrix.mul_apply,
        Fintype.sum_prod_type, Fin.sum_univ_two] <;>
      norm_num
  have ht : singletProj.trace = 1 := by
    simp [singletProj, singletVec, vecMulVec_apply, Matrix.trace, Fintype.sum_prod_type,
      Fin.sum_univ_two]
    norm_num
  refine ⟨⟨hi, ht⟩, ?_, ?_⟩
  · simp only [tripletProj, sub_mul, mul_sub, one_mul, mul_one, hi]
    abel
  · rw [tripletProj, Matrix.trace_sub, ht, Matrix.trace_one]
    norm_num [Fintype.card_prod]
```

Since $PT=P-P^2=0$, the ratio is 0 for para. For ortho it is $\mathrm{tr}(T^2)/\mathrm{tr}T=1$, with the three triplet states equally weighted.

```lean
/-- The normalized trace of `A²` is `(3p+q)²/4` over target singlets (para) and
`(3p+q)²/4 + (p-q)²/2` over target triplets (ortho). -/
theorem para_ortho (p q : ℝ) :
    meanSq p q singletProj = (3 * p + q) ^ 2 / 4 ∧
    meanSq p q tripletProj = (3 * p + q) ^ 2 / 4 + (p - q) ^ 2 / 2 := by
  obtain ⟨⟨hi, ht⟩, hI, hT⟩ := projectors
  constructor
  · have h0 : singletProj * tripletProj = 0 := by
      rw [tripletProj, mul_sub, mul_one, hi, sub_self]
    rw [meanSq_eq p q _ (by rw [ht]; norm_num), h0]
    simp
  · rw [meanSq_eq p q _ (by rw [hT]; norm_num), hI, hT]
    norm_num
```

**Q:** So when does the contrast vanish?

**A:** The difference is $(p-q)^2/2$, which is zero exactly when $p=q$. In this long-wavelength spin model, unequal para and ortho values therefore show that the neutron–proton interaction depends on spin.

```lean
/-- Para and ortho targets have the same mean of `A²` exactly when the two scattering
lengths `p` and `q` are equal. -/
theorem no_contrast_iff (p q : ℝ) :
    meanSq p q tripletProj = meanSq p q singletProj ↔ p = q := by
  rw [(para_ortho p q).1, (para_ortho p q).2]
  constructor
  · intro h
    have h2 : ((p : ℂ) - q) ^ 2 = 0 := by linear_combination 2 * h
    exact_mod_cast sub_eq_zero.mp ((pow_eq_zero_iff two_ne_zero).mp h2)
  · rintro rfl
    simp

end

end ParaOrthoScattering
```

```lean
#print axioms ParaOrthoScattering.single_target_amplitude
#print axioms ParaOrthoScattering.para_ortho
#print axioms ParaOrthoScattering.no_contrast_iff
```

```
'ParaOrthoScattering.single_target_amplitude' depends on axioms: [propext, Classical.choice, Quot.sound]
'ParaOrthoScattering.para_ortho' depends on axioms: [propext, Classical.choice, Quot.sound]
'ParaOrthoScattering.no_contrast_iff' depends on axioms: [propext, Classical.choice, Quot.sound]
```
